# Recoil from virtual plasmons keeps the model image potential finite at the surface and preserves its $-1/(4z)$ tail

Put a unit charge right at a metal surface. In atomic units, its classical image energy is $-\tfrac12\int_0^\infty dq$, which diverges because every surface-plasmon wave number $q$ contributes equally. Suppose now that the charge recoils along the surface when it emits a virtual plasmon, and that this weakens each contribution by a factor $1/(1+q^2)$. The energy becomes

$$-\frac12\int_0^\infty\frac{dq}{1+q^2}=-\frac{\pi}{4}.$$

The short waves that caused the divergence are suppressed. The long waves, which set the potential far away, are barely changed.

```lean
import Mathlib

open MeasureTheory Set Filter Topology

namespace RecoilImagePotential

noncomputable section
```

## The potential and its plasmon origin

At distance $z$ from the surface, with a cutoff wave number $q_0$, the potential is

$$V(z)=-\frac12\int_0^\infty\frac{e^{-2zq}}{1+q^2/q_0^2}\,dq .$$

In Lean this is `recoilImage q0 z`, a Lebesgue integral over `Ioi 0`, the open half-line $q>0$. The conditions $q_0>0$ and $z\ge0$ enter in the theorems.

```lean
/-- Image potential (atomic units) at distance `z ≥ 0` from a surface, with plasmon recoil
cutting off wave numbers above `q0 > 0`. -/
def recoilImage (q0 z : ℝ) : ℝ :=
  -(1 / 2) * ∫ q in Ioi (0 : ℝ), Real.exp (-(2 * z * q)) / (1 + q ^ 2 / q0 ^ 2)
```

The cutoff comes from second-order perturbation theory. A charge of electron mass, initially at rest, emits a virtual plasmon of frequency $\omega$ and takes up the recoil energy $q^2/2$. The squared coupling is $(\pi\omega/q)e^{-2zq}$, and the two-dimensional measure after the angular integral is $q\,dq/(2\pi)$:

$$E(z)=-\int_0^\infty\frac{q}{2\pi}\,\frac{\pi\omega}{q}\,\frac{e^{-2zq}}{\omega+q^2/2}\,dq .$$

The coupling is postulated, not derived from a metal's response. The plasmon has no dispersion or damping, and $z$ is a fixed parameter, so motion normal to the surface is left out.

```lean
/-- Second-order energy of a unit charge of electron mass, held at distance `z ≥ 0`, initially at
rest and free to recoil along the surface, coupled to surface plasmons of frequency `ω > 0`: squared
coupling `π ω / q`, two-dimensional measure `q dq / (2π)`, and energy denominator `ω + q² / 2`
including the recoil energy, for `q > 0`. -/
def plasmonShift (ω z : ℝ) : ℝ :=
  -∫ q in Ioi (0 : ℝ),
    q / (2 * Real.pi) * (Real.pi * ω / q * Real.exp (-(2 * z * q))) / (ω + q ^ 2 / 2)
```

Cancelling $q$ and $\pi$, then dividing by $\omega$, turns the integrand into

$$\frac12\,\frac{\omega\,e^{-2zq}}{\omega+q^2/2}=\frac12\,\frac{e^{-2zq}}{1+q^2/(2\omega)},$$

so $E=V$ with $q_0=\sqrt{2\omega}$, the wave number at which the recoil energy equals $\omega$. The proof compares the integrands pointwise, and `field_simp` does the cancellation.

```lean
/-- For plasmon frequency `ω > 0`, the second-order energy is the recoil image potential with
cutoff wave number `√(2ω)`. -/
theorem plasmonShift_eq_recoilImage {ω : ℝ} (hω : 0 < ω) (z : ℝ) :
    plasmonShift ω z = recoilImage (Real.sqrt (2 * ω)) z := by
  unfold plasmonShift recoilImage
  rw [neg_mul, ← integral_const_mul]
  refine congrArg Neg.neg (setIntegral_congr_fun measurableSet_Ioi fun q hq => ?_)
  have hq' : 0 < q := hq
  have h2 : 0 ≤ 2 * ω := by positivity
  have hd : ω + q ^ 2 / 2 ≠ 0 := by positivity
  have e : 1 + q ^ 2 / (2 * ω) = (ω + q ^ 2 / 2) / ω := by
    field_simp
  simp only [Real.sq_sqrt h2, e]
  generalize ω + q ^ 2 / 2 = D at hd ⊢
  have hpi := Real.pi_pos
  field_simp
```

## Finite at contact, rising outside

For $z\ge0$ and $q>0$ we have $e^{-2zq}\le1$, hence

$$0\le\frac{e^{-2zq}}{1+q^2/q_0^2}\le\frac1{1+q^2/q_0^2}.$$

The Lorentzian on the right is integrable, so the integral converges even at $z=0$. `Integrable.mono'` is this domination argument.

```lean
/-- The integral defining the recoil image potential converges for `q0 > 0` and every
`z ≥ 0`, the surface included. -/
theorem recoil_integrable {q0 z : ℝ} (hq0 : 0 < q0) (hz : 0 ≤ z) :
    IntegrableOn (fun q : ℝ => Real.exp (-(2 * z * q)) / (1 + q ^ 2 / q0 ^ 2)) (Ioi 0) := by
  -- the Lorentzian recoil factor dominates the integrand
  have hL : Integrable (fun q : ℝ => (1 + q ^ 2 / q0 ^ 2)⁻¹) := by
    simpa only [div_pow] using integrable_inv_one_add_sq.comp_div hq0.ne'
  refine Integrable.mono' hL.integrableOn (Continuous.aestronglyMeasurable ?_) ?_
  · refine Continuous.div (by fun_prop) (by fun_prop) (fun q => ?_)
    have h : 0 < 1 + q ^ 2 / q0 ^ 2 := by positivity
    exact h.ne'
  · filter_upwards [ae_restrict_mem measurableSet_Ioi] with q hq
    have hq' : 0 < q := hq
    have h : 0 ≤ 2 * z * q := by positivity
    rw [Real.norm_eq_abs, abs_of_nonneg (by positivity), div_eq_mul_inv]
    exact mul_le_of_le_one_left (by positivity) (Real.exp_le_one_iff.2 (by linarith))
```

At $z=0$ substitute $x=q/q_0$:

$$V(0)=-\frac{q_0}2\int_0^\infty\frac{dx}{1+x^2}=-\frac{\pi q_0}{4}.$$

```lean
/-- At the surface the potential with cutoff `q0 > 0` has the finite value `-π q0 / 4`. -/
theorem recoilImage_zero {q0 : ℝ} (hq0 : 0 < q0) :
    recoilImage q0 0 = -(Real.pi * q0 / 4) := by
  -- rescale the arctangent integral by the cutoff
  have h := integral_comp_mul_left_Ioi (fun x : ℝ => (1 + x ^ 2)⁻¹) 0 (inv_pos.2 hq0)
  simp only [mul_zero, integral_Ioi_inv_one_add_sq, Real.arctan_zero, sub_zero, inv_inv,
    smul_eq_mul] at h
  have e : ∫ q in Ioi (0 : ℝ), Real.exp (-(2 * 0 * q)) / (1 + q ^ 2 / q0 ^ 2)
      = q0 * (Real.pi / 2) := by
    rw [← h]
    refine setIntegral_congr_fun measurableSet_Ioi (fun q _ => ?_)
    have hs : (q0⁻¹ * q) ^ 2 = q ^ 2 / q0 ^ 2 := by ring
    simp only [mul_zero, zero_mul, neg_zero, Real.exp_zero, one_div, hs]
  unfold recoilImage
  rw [e]
  ring
```

For $0\le a<b$,

$$V(b)-V(a)=\frac12\int_0^\infty\frac{e^{-2aq}-e^{-2bq}}{1+q^2/q_0^2}\,dq>0,$$

because the integrand is positive at every $q>0$ (`hpos`) and the half-line has positive measure. `StrictMonoOn` on `Ici 0` says that $V$ increases strictly on $z\ge0$.

```lean
/-- For `q0 > 0` the potential rises strictly with distance from the surface. -/
theorem recoilImage_strictMonoOn {q0 : ℝ} (hq0 : 0 < q0) :
    StrictMonoOn (recoilImage q0) (Ici 0) := by
  intro a ha b hb hab
  have hfa := recoil_integrable hq0 (mem_Ici.1 ha)
  have hfb := recoil_integrable hq0 (mem_Ici.1 hb)
  -- every plasmon mode contributes less at the larger distance
  have hpos : ∀ q ∈ Ioi (0 : ℝ), 0 < Real.exp (-(2 * a * q)) / (1 + q ^ 2 / q0 ^ 2)
      - Real.exp (-(2 * b * q)) / (1 + q ^ 2 / q0 ^ 2) := by
    intro q hq
    have hlt : Real.exp (-(2 * b * q)) < Real.exp (-(2 * a * q)) :=
      Real.exp_lt_exp.2 (by nlinarith [mul_pos (mem_Ioi.1 hq) (sub_pos.2 hab)])
    exact sub_pos.2 (div_lt_div_of_pos_right hlt (by positivity))
  have hi := (setIntegral_pos_iff_support_of_nonneg_ae
    ((ae_restrict_mem measurableSet_Ioi).mono fun q h => (hpos q h).le) (hfa.sub hfb)).2
    (lt_of_lt_of_le (by simp : 0 < volume (Ioi (0 : ℝ)))
      (measure_mono fun q h => ⟨(hpos q h).ne', h⟩))
  have hs := integral_sub hfa hfb
  have hd := hi.trans_eq hs
  unfold recoilImage
  linarith
```

## The classical tail

Let $I_n=\int_0^\infty q^ne^{-rq}\,dq$ with $r>0$. Then $I_0=1/r$, and integration by parts gives $I_n=(n/r)I_{n-1}$ for $n\ge1$, so $I_n=n!/r^{n+1}$. Lean takes the value from the Gamma integral.

```lean
/-- The `n`-th moment of an exponential with decay rate `r > 0` is `n! / r ^ (n + 1)`. -/
theorem exp_moment (n : ℕ) {r : ℝ} (hr : 0 < r) :
    ∫ q in Ioi (0 : ℝ), q ^ n * Real.exp (-(r * q)) = (n.factorial : ℝ) / r ^ (n + 1) := by
  have h := Real.integral_rpow_mul_exp_neg_mul_Ioi (a := (n : ℝ) + 1) (r := r)
    (by positivity) hr
  have e : (1 / r) ^ ((n : ℝ) + 1) = 1 / r ^ (n + 1) := by
    rw [show (n : ℝ) + 1 = ((n + 1 : ℕ) : ℝ) by norm_num, Real.rpow_natCast, one_div_pow]
  rw [Real.Gamma_nat_eq_factorial, e] at h
  simp only [add_sub_cancel_right, Real.rpow_natCast] at h
  rw [h]
  ring
```

Convergence follows from that value: Lean assigns zero to a non-integrable function's integral, whereas $n!/r^{n+1}$ is positive.

```lean
/-- The moment integrals of an exponential with decay rate `r > 0` converge. -/
theorem exp_moment_integrable (n : ℕ) {r : ℝ} (hr : 0 < r) :
    IntegrableOn (fun q : ℝ => q ^ n * Real.exp (-(r * q))) (Ioi 0) := by
  by_contra h
  have h0 := integral_undef h
  rw [exp_moment n hr] at h0
  have hp : 0 < (n.factorial : ℝ) / r ^ (n + 1) := by positivity
  exact hp.ne' h0
```

With $t=q^2/q_0^2\ge0$, the identity $(1-t)(1+t)=1-t^2\le1$ gives $1-t\le1/(1+t)\le1$. Multiply by $e^{-2zq}$ and integrate, using $r=2z$ with $z>0$:

$$\frac1{2z}-\frac1{4q_0^2z^3}\le\int_0^\infty\frac{e^{-2zq}}{1+q^2/q_0^2}\,dq\le\frac1{2z}.$$

The factor $-\tfrac12$ reverses the order:

$$-\frac1{4z}\le V(z)\le-\frac1{4z}+\frac1{8q_0^2z^3}.$$

In the code, `hL` and `hU` are the pointwise bounds.

```lean
/-- For `q0 > 0` and `z > 0` the potential is at least the classical image potential `-1 / (4z)` and
exceeds it by at most `1 / (8 q0² z³)`. -/
theorem recoilImage_bounds {q0 z : ℝ} (hq0 : 0 < q0) (hz : 0 < z) :
    -(1 / (4 * z)) ≤ recoilImage q0 z ∧
      recoilImage q0 z ≤ -(1 / (4 * z)) + 1 / (8 * q0 ^ 2 * z ^ 3) := by
  have hr : 0 < 2 * z := by positivity
  have hf := recoil_integrable hq0 hz.le
  have i0 := exp_moment_integrable 0 hr
  have i2 := (exp_moment_integrable 2 hr).const_mul (1 / q0 ^ 2)
  have v0 : ((Nat.factorial 0 : ℕ) : ℝ) / (2 * z) ^ (0 + 1) = 1 / (2 * z) := by simp
  have v2 : ((Nat.factorial 2 : ℕ) : ℝ) / (2 * z) ^ (2 + 1) = 1 / (4 * z ^ 3) := by
    rw [show Nat.factorial 2 = 2 from rfl]
    push_cast
    ring
  -- the recoil factor lies between 1 - q²/q0² and 1
  have hU : ∀ q : ℝ, Real.exp (-(2 * z * q)) / (1 + q ^ 2 / q0 ^ 2)
      ≤ q ^ 0 * Real.exp (-(2 * z * q)) := by
    intro q
    have ht : 0 ≤ q ^ 2 / q0 ^ 2 := by positivity
    rw [pow_zero, one_mul]
    exact div_le_self (Real.exp_pos _).le (by linarith)
  have hL : ∀ q : ℝ, q ^ 0 * Real.exp (-(2 * z * q))
      - 1 / q0 ^ 2 * (q ^ 2 * Real.exp (-(2 * z * q)))
      ≤ Real.exp (-(2 * z * q)) / (1 + q ^ 2 / q0 ^ 2) := by
    intro q
    rw [le_div_iff₀ (by positivity)]
    have hp : 0 ≤ Real.exp (-(2 * z * q)) * (q ^ 2 / q0 ^ 2) ^ 2 := by positivity
    calc _ = Real.exp (-(2 * z * q)) - Real.exp (-(2 * z * q)) * (q ^ 2 / q0 ^ 2) ^ 2 := by
          ring
      _ ≤ _ := by linarith
  have h1 := setIntegral_mono_on hf i0 measurableSet_Ioi (fun q _ => hU q)
  have h2 := setIntegral_mono_on (i0.sub i2) hf measurableSet_Ioi (fun q _ => hL q)
  have hs := integral_sub i0 i2
  simp only [Pi.sub_apply] at h2
  rw [hs, integral_const_mul, exp_moment 0 hr, exp_moment 2 hr, v0, v2] at h2
  rw [exp_moment 0 hr, v0] at h1
  have e1 : 1 / (4 * z) = 1 / 2 * (1 / (2 * z)) := by ring
  have e2 : 1 / (8 * q0 ^ 2 * z ^ 3) = 1 / 2 * (1 / q0 ^ 2 * (1 / (4 * z ^ 3))) := by ring
  unfold recoilImage
  rw [e1, e2]
  constructor <;> linarith
```

For $q_0=1$ and $z=2$ the bounds are $-1/8=-0.125$ and $-1/8+1/64\approx-0.109$ hartree, against $V(0)\approx-0.785$ hartree.

Multiplying by $z$ gives

$$-\frac14\le zV(z)\le-\frac14+\frac1{8q_0^2z^2},$$

and both sides tend to $-1/4$ as $z\to\infty$, written `atTop` in Lean.

```lean
/-- For `q0 > 0`, `z V(z)` tends to the classical value `-1/4` far from the surface. -/
theorem recoilImage_tail {q0 : ℝ} (hq0 : 0 < q0) :
    Tendsto (fun z => z * recoilImage q0 z) atTop (𝓝 (-1 / 4)) := by
  have hu : Tendsto (fun z : ℝ => -1 / 4 + 1 / (8 * q0 ^ 2) * z⁻¹ ^ 2) atTop
      (𝓝 (-1 / 4)) := by
    have t := ((tendsto_inv_atTop_zero (𝕜 := ℝ)).pow 2).const_mul (1 / (8 * q0 ^ 2))
    convert t.const_add (-1 / 4) using 2
    simp
  refine tendsto_of_tendsto_of_tendsto_of_le_of_le' tendsto_const_nhds hu ?_ ?_
  · filter_upwards [eventually_gt_atTop 0] with z hz
    have h := mul_le_mul_of_nonneg_left (recoilImage_bounds hq0 hz).1 hz.le
    have e : z * -(1 / (4 * z)) = -1 / 4 := by field_simp
    linarith
  · filter_upwards [eventually_gt_atTop 0] with z hz
    have h := mul_le_mul_of_nonneg_left (recoilImage_bounds hq0 hz).2 hz.le
    have e : z * (-(1 / (4 * z)) + 1 / (8 * q0 ^ 2 * z ^ 3))
        = -1 / 4 + 1 / (8 * q0 ^ 2) * z⁻¹ ^ 2 := by
      field_simp
    linarith
```

## Saturation

For $q_0>0$, the contact value is $-\pi q_0/4$, no point $z\ge0$ lies lower, and $zV(z)\to-1/4$. The middle statement is monotonicity applied to $0\le z$. Saturation here means a finite value, not a flat potential: the slope $V'(z)=\int_0^\infty q\,e^{-2zq}/(1+q^2/q_0^2)\,dq$ still grows without bound as $z\to0$, a fact not proved in the Lean code.

```lean
/-- Saturation of the image potential: for `q0 > 0` it equals `-π q0 / 4` at the surface, is
nowhere lower outside, and `z V(z)` tends to `-1/4` at large distance. -/
theorem image_potential_saturates {q0 : ℝ} (hq0 : 0 < q0) :
    recoilImage q0 0 = -(Real.pi * q0 / 4) ∧
      (∀ z, 0 ≤ z → recoilImage q0 0 ≤ recoilImage q0 z) ∧
      Tendsto (fun z => z * recoilImage q0 z) atTop (𝓝 (-1 / 4)) :=
  ⟨recoilImage_zero hq0,
    fun _ hz => (recoilImage_strictMonoOn hq0).monotoneOn (mem_Ici.2 le_rfl) hz hz,
    recoilImage_tail hq0⟩
```

The sign condition on $q_0$ matters. Since $V$ depends only on $q_0^2$, taking $q_0=-1$ still gives $V(0)=-\pi/4$, while the formula $-\pi q_0/4$ would give $+\pi/4$.

Setting $q_0=\sqrt{2\omega}$ gives the contact energy of the plasmon model, $E(0)=-\pi\sqrt{2\omega}/4$. A model surface potential built this way has its short-range cutoff fixed by one plasmon frequency. This holds within second-order theory, for a dispersionless plasmon and a charge at fixed height that is initially at rest.

```lean
/-- In the recoil model of `plasmonShift`, a charge of electron mass held at the surface height,
initially at rest and free to recoil along the surface, with plasmon frequency `ω > 0`, has
second-order energy `-π √(2ω) / 4`. -/
theorem plasmonShift_contact {ω : ℝ} (hω : 0 < ω) :
    plasmonShift ω 0 = -(Real.pi * Real.sqrt (2 * ω) / 4) := by
  rw [plasmonShift_eq_recoilImage hω, recoilImage_zero (Real.sqrt_pos.2 (by positivity))]

end

end RecoilImagePotential
```

```lean
#print axioms RecoilImagePotential.plasmonShift_eq_recoilImage
#print axioms RecoilImagePotential.image_potential_saturates
#print axioms RecoilImagePotential.plasmonShift_contact
```

```
'RecoilImagePotential.plasmonShift_eq_recoilImage' depends on axioms: [propext, Classical.choice, Quot.sound]
'RecoilImagePotential.image_potential_saturates' depends on axioms: [propext, Classical.choice, Quot.sound]
'RecoilImagePotential.plasmonShift_contact' depends on axioms: [propext, Classical.choice, Quot.sound]
```
